# First-order core-polarization defects converge along a Rydberg series, with limits falling as $l^{-5}$

The polarization defect is defined here by a closed formula in $n$ and $l$, and that formula is checked against radial integrals for two families of hydrogenic states. In atomic units, let

$$D(l)=(l-\tfrac12)\,l\,(l+\tfrac12)(l+1)(l+\tfrac32),\qquad A(n,l)=\frac{3n^2-l(l+1)}{2n^5D(l)}.$$

For $l\ge1$, $A(n,l)$ equals the mean $\langle r^{-4}\rangle$ in the circular states $n=l+1$ and the one-node states $n=l+2$. The defect $\delta(n,l)=\alpha n^3A(n,l)/2$ satisfies

$$\delta(n,l)\xrightarrow[n\to\infty]{}d_l=\frac{3\alpha}{4D(l)},\qquad l^5d_l\xrightarrow[l\to\infty]{}\frac{3\alpha}{4}.$$

The constant $\alpha$ is the static dipole polarizability of the ionic core, whose net charge is $+1$ here: the outer electron's field $1/r^2$ induces a dipole, which lowers the energy by $\alpha/(2r^4)$.

## Filling in high-$l$ energies for a Stark matrix

When a Rydberg atom's Stark Hamiltonian is written in a basis of zero-field eigenstates, their energies enter on the diagonal, for every $l$ in the basis. Where measured defects are missing at high $l$, $\delta(n,l)$ can supply estimates, within a one-electron model with a non-penetrated core and first-order polarization only.

## From exponential moments to the two limits

For $b>0$, $\int_0^\infty r^ke^{-br}dr=k!/b^{k+1}$. Expanding $(1-cr)^2$ gives

$$\int_0^\infty r^k(1-cr)^2e^{-br}dr=\frac{k!}{b^{k+1}}F_k,\quad F_k=1-\frac{2c(k+1)}b+\frac{c^2(k+1)(k+2)}{b^2}.$$

For the weight $r^{k+4}(1-cr)^2e^{-br}$, therefore,

$$\langle r^{-4}\rangle=\frac{b^4}{(k+1)(k+2)(k+3)(k+4)}\frac{F_k}{F_{k+4}}.$$

**Circular states.** Put $k=2n-4$, $b=2/n$, $c=0$. The norm integral is $(2n)!\,(n/2)^{2n+1}$, and

$$\langle r^{-4}\rangle=\frac{16}{n^4(2n-3)(2n-2)(2n-1)(2n)}.$$

This is $A(n,n-1)$, because $3n^2-n(n-1)=n(2n+1)$ and $32D(n-1)=(2n-3)(2n-2)(2n-1)(2n)(2n+1)$.

**One node.** Put $k=2l-2$, $b=2/(l+2)$, $c=1/((l+1)(l+2))$. Then $F_k=(l+4)/(2(l+1)^2)$ and $F_{k+4}=(l+2)/(2(l+1)^2)$, so

$$\langle r^{-4}\rangle=\frac{16(l+4)}{(l+2)^5(2l-1)(2l)(2l+1)(2l+2)}.$$

This is $A(l+2,l)$, because $3(l+2)^2-l(l+1)=(2l+3)(l+4)$.

**Energy and defect.** The slope of $-1/(2(n-\delta)^2)$ at $\delta=0$ is $-1/n^3$. Multiplied by $\delta(n,l)$, it gives the first-order shift $-\alpha A(n,l)/2$.

**Limits.** Substituting $A$ gives

$$D(l)\,\delta(n,l)=\frac{3\alpha}4\left(1-\frac{l(l+1)}{3n^2}\right),$$

which yields the limit in $n$. If $\alpha>0$ and $1\le l<n$, then $0<l(l+1)<2n^2$, so $0<\delta(n,l)<d_l$. Finally, $D(l)=l^5g(1/l)$ with $g(x)=(1-\frac x2)(1+\frac x2)(1+x)(1+\frac{3x}2)$ and $g(0)=1$, so $l^5d_l=3\alpha/(4g(1/l))\to3\alpha/4$.

In the smallest case, $2p$, $\langle r^{-4}\rangle=1/24$ and $\delta=\alpha/6$, which is five sixths of the series limit $d_1=\alpha/5$.

The condition $l<n$ matters for the lower bound: $n=1$, $l=2$, $\alpha=1$ gives $\delta=-1/105$, which is negative.

## Lean source

```lean
import Mathlib

open Filter Topology MeasureTheory Set
open scoped Nat

namespace RydbergPolarizationDefect

noncomputable section

/-- The product (l-1/2) l (l+1/2) (l+1) (l+3/2) of angular momentum factors. -/
def angularProduct (l : ℝ) : ℝ := (l - 1/2) * l * (l + 1/2) * (l + 1) * (l + 3/2)

/-- The closed expression A(n,l) for the hydrogenic mean of r⁻⁴, in atomic units. -/
def invFourth (n l : ℝ) : ℝ := (3 * n^2 - l * (l + 1)) / (2 * n^5 * angularProduct l)

/-- The mean of r⁻⁴ over an unnormalised radial density w on r > 0. -/
def meanInvFourth (w : ℝ → ℝ) : ℝ :=
  (∫ r in Ioi (0:ℝ), w r / r^4) / (∫ r in Ioi (0:ℝ), w r)

/-- The radial density of the circular state l = n - 1, up to normalisation. -/
def circularWeight (n : ℕ) (r : ℝ) : ℝ := r^(2 * n) * Real.exp (-2 * r / n)

/-- The radial density of the state n = l + 2, which has one radial node, up to normalisation. -/
def oneNodeWeight (l : ℕ) (r : ℝ) : ℝ :=
  r^(2 * l + 2) * (1 - r / ((l + 2) * (l + 1)))^2 * Real.exp (-2 * r / (l + 2))

/-- The polarization defect α n³ A(n,l) / 2 for a core of dipole polarizability α. -/
def polDefect (α n l : ℝ) : ℝ := α * n^3 * invFourth n l / 2

/-- The defect d_l at the series limit. -/
def limitDefect (α l : ℝ) : ℝ := 3 * α / (4 * angularProduct l)

/-- The factor by which a radial node (1 - c r)² changes the k-th exponential moment. -/
def nodeFactor (b c k : ℝ) : ℝ := 1 - 2 * c * (k + 1) / b + c^2 * (k + 1) * (k + 2) / b^2

/-- The k-th moment of a decaying exponential on r > 0 is k! / b^(k+1). -/
theorem exp_moment (k : ℕ) {b : ℝ} (hb : 0 < b) :
    ∫ r in Ioi (0:ℝ), r^k * Real.exp (-(b * r)) = (k ! : ℝ) / b^(k + 1) := by
  have h := Real.integral_rpow_mul_exp_neg_mul_Ioi (a := (k:ℝ) + 1) (r := b) (by positivity) hb
  rw [Real.Gamma_nat_eq_factorial] at h
  simp only [add_sub_cancel_right, Real.rpow_natCast] at h
  have e : (k:ℝ) + 1 = ((k + 1 : ℕ) : ℝ) := by push_cast; ring
  rw [h, e, Real.rpow_natCast, one_div, inv_pow, div_eq_mul_inv, mul_comm]

/-- The k-th moment of an exponential density with the node factor (1 - c r)². -/
theorem node_moment (k : ℕ) {b : ℝ} (hb : 0 < b) (c : ℝ) :
    ∫ r in Ioi (0:ℝ), r^k * (1 - c * r)^2 * Real.exp (-(b * r))
      = (k ! : ℝ) / b^(k + 1) * nodeFactor b c k := by
  -- a non-zero integral certifies integrability
  have hi : ∀ j : ℕ, Integrable (fun r : ℝ => r^j * Real.exp (-(b * r)))
      (volume.restrict (Ioi (0:ℝ))) := by
    intro j
    by_contra h
    have h0 := integral_undef h
    rw [exp_moment j hb] at h0
    have : 0 < (j ! : ℝ) / b^(j + 1) := by positivity
    linarith
  have i1 : Integrable (fun r : ℝ => 2 * c * (r^(k+1) * Real.exp (-(b * r))))
      (volume.restrict (Ioi (0:ℝ))) := (hi (k+1)).const_mul _
  have i2 : Integrable (fun r : ℝ => c^2 * (r^(k+2) * Real.exp (-(b * r))))
      (volume.restrict (Ioi (0:ℝ))) := (hi (k+2)).const_mul _
  have i3 : Integrable (fun r : ℝ => r^k * Real.exp (-(b * r))
      - 2 * c * (r^(k+1) * Real.exp (-(b * r)))) (volume.restrict (Ioi (0:ℝ))) := (hi k).sub i1
  have f1 : ((k+1)! : ℝ) = (k + 1) * (k ! : ℝ) := by
    simp only [Nat.factorial]; push_cast; ring
  have f2 : ((k+2)! : ℝ) = (k + 2) * (k + 1) * (k ! : ℝ) := by
    simp only [Nat.factorial]; push_cast; ring
  calc _ = ∫ r in Ioi (0:ℝ), ((r^k * Real.exp (-(b * r))
        - 2 * c * (r^(k+1) * Real.exp (-(b * r)))) + c^2 * (r^(k+2) * Real.exp (-(b * r)))) := by
        congr 1; funext r; ring
    _ = _ := by
        rw [integral_add i3 i2, integral_sub (hi k) i1, integral_const_mul, integral_const_mul,
          exp_moment k hb, exp_moment (k+1) hb, exp_moment (k+2) hb, f1, f2]
        unfold nodeFactor
        field_simp
        ring

/-- The mean of r⁻⁴ over an exponential density with at most one node. -/
theorem mean_node (k : ℕ) {b : ℝ} (hb : 0 < b) (c : ℝ) :
    meanInvFourth (fun r => r^(k+4) * (1 - c * r)^2 * Real.exp (-(b * r)))
      = b^4 / ((k + 1) * (k + 2) * (k + 3) * (k + 4))
        * (nodeFactor b c k / nodeFactor b c (k + 4)) := by
  have e : ∫ r in Ioi (0:ℝ), (r^(k+4) * (1 - c * r)^2 * Real.exp (-(b * r))) / r^4
      = ∫ r in Ioi (0:ℝ), r^k * (1 - c * r)^2 * Real.exp (-(b * r)) := by
    refine setIntegral_congr_fun measurableSet_Ioi (fun r hr => ?_)
    have hr' : r ≠ 0 := (Set.mem_Ioi.mp hr).ne'

    rw [div_eq_iff (pow_ne_zero 4 hr')]
    ring
  have f4 : ((k+4)! : ℝ) = (k + 4) * (k + 3) * (k + 2) * (k + 1) * (k ! : ℝ) := by
    simp only [Nat.factorial]; push_cast; ring
  have hk : ((k + 4 : ℕ) : ℝ) = (k:ℝ) + 4 := by push_cast; ring
  have hp : b^(k + 4 + 1) = b^(k + 1) * b^4 := by ring
  have hf : (k ! : ℝ) ≠ 0 := by positivity
  unfold meanInvFourth
  rw [e, node_moment k hb, node_moment (k+4) hb, mul_div_mul_comm, f4, hk, hp]
  congr 1
  field_simp

/-- For n ≥ 2 the mean of r⁻⁴ in the circular state is A(n, n-1). -/
theorem mean_circular (n : ℕ) (hn : 2 ≤ n) :
    meanInvFourth (circularWeight n) = invFourth n (n - 1) := by
  obtain ⟨m, rfl⟩ := Nat.exists_eq_add_of_le' hn
  have hc : ((m + 2 : ℕ) : ℝ) = (m:ℝ) + 2 := by push_cast; ring
  have hw : circularWeight (m + 2) = fun r : ℝ =>
      r^(2*m+4) * (1 - 0 * r)^2 * Real.exp (-(2 / ((m:ℝ) + 2) * r)) := by
    funext r
    unfold circularWeight
    rw [hc, show -(2 / ((m:ℝ) + 2) * r) = -2 * r / ((m:ℝ) + 2) by ring]
    ring
  have h1 : ∀ b x : ℝ, nodeFactor b 0 x = 1 := by intro b x; simp [nodeFactor]
  have hA : invFourth ((m:ℝ) + 2) ((m:ℝ) + 2 - 1) = (((m:ℝ) + 2) * (2 * m + 5)) /
      (2 * ((m:ℝ) + 2)^5 * ((2*m+1)/2 * (m+1) * ((2*m+3)/2) * (m+2) * ((2*m+5)/2))) := by
    unfold invFourth angularProduct
    congr 1 <;> ring
  rw [hw, mean_node (2*m) (by positivity), h1, h1, hc, hA]
  push_cast
  field_simp
  ring

/-- For l ≥ 1 the mean of r⁻⁴ in the state n = l + 2 is A(l+2, l). -/
theorem mean_oneNode (l : ℕ) (hl : 1 ≤ l) :
    meanInvFourth (oneNodeWeight l) = invFourth (l + 2) l := by
  obtain ⟨m, rfl⟩ := Nat.exists_eq_add_of_le' hl
  have hc : ((m + 1 : ℕ) : ℝ) = (m:ℝ) + 1 := by push_cast; ring
  have hw : oneNodeWeight (m + 1) = fun r : ℝ => r^(2*m+4)
      * (1 - 1 / (((m:ℝ) + 3) * (m + 2)) * r)^2 * Real.exp (-(2 / ((m:ℝ) + 3) * r)) := by
    funext r
    unfold oneNodeWeight
    rw [hc, show (m:ℝ) + 1 + 2 = m + 3 by ring, show (m:ℝ) + 1 + 1 = m + 2 by ring,
      show -(2 / ((m:ℝ) + 3) * r) = -2 * r / ((m:ℝ) + 3) by ring,
      show 1 / (((m:ℝ) + 3) * (m + 2)) * r = r / (((m:ℝ) + 3) * (m + 2)) by ring,
      show 2 * (m + 1) + 2 = 2 * m + 4 by ring]
  have h1 : nodeFactor (2 / ((m:ℝ) + 3)) (1 / (((m:ℝ) + 3) * (m + 2))) (2 * m)
      = (m + 5) / (2 * ((m:ℝ) + 2)^2) := by
    unfold nodeFactor
    field_simp
    ring
  have h2 : nodeFactor (2 / ((m:ℝ) + 3)) (1 / (((m:ℝ) + 3) * (m + 2))) (2 * m + 4)
      = (m + 3) / (2 * ((m:ℝ) + 2)^2) := by
    unfold nodeFactor
    field_simp
    ring
  have hA : invFourth ((m:ℝ) + 1 + 2) ((m:ℝ) + 1) = ((2 * (m:ℝ) + 5) * (m + 5)) /
      (2 * ((m:ℝ) + 3)^5 * ((2*m+1)/2 * (m+1) * ((2*m+3)/2) * (m+2) * ((2*m+5)/2))) := by
    unfold invFourth angularProduct
    congr 1 <;> ring
  rw [hw, mean_node (2*m) (by positivity), hc, hA]
  push_cast
  rw [h1, h2]
  field_simp
  ring

/-- The Rydberg energy has slope -1/n³ at zero defect, and this slope times the polarization
defect is the energy shift -α A(n,l) / 2. -/
theorem rydberg_slope (α l : ℝ) {n : ℝ} (hn : n ≠ 0) :
    HasDerivAt (fun δ : ℝ => -1 / (2 * (n - δ)^2)) (-1 / n^3) 0 ∧
      -1 / n^3 * polDefect α n l = -(α / 2) * invFourth n l := by
  constructor
  · have h1 : HasDerivAt (fun δ : ℝ => n - δ) (-1) 0 := (hasDerivAt_id' (0:ℝ)).const_sub n
    have h2 := (h1.fun_pow 2).const_mul 2
    have h3 := (hasDerivAt_const (0:ℝ) (-1:ℝ)).fun_div h2 (by simpa using hn)
    refine h3.congr_deriv ?_
    simp only [sub_zero, Nat.cast_ofNat, Nat.reduceSub, pow_one]
    field_simp
    ring
  · unfold polDefect
    field_simp

/-- The angular product is positive for l ≥ 1. -/
theorem angularProduct_pos {l : ℝ} (hl : 1 ≤ l) : 0 < angularProduct l := by
  have h : 0 < l - 1/2 := by linarith
  have h' : 0 < l := by linarith
  unfold angularProduct
  positivity

/-- The exact dependence of the polarization defect on n at fixed l. -/
theorem defect_series (α : ℝ) {n l : ℝ} (hn : n ≠ 0) (hl : 1 ≤ l) :
    angularProduct l * polDefect α n l = 3 * α / 4 * (1 - l * (l + 1) / (3 * n^2)) := by
  have h := (angularProduct_pos hl).ne'
  have h3 : 3 * n^2 ≠ 0 := by positivity
  have h4 : 4 * n^5 * angularProduct l ≠ 0 := by positivity
  have h5 : 4 * (3 * n^2) ≠ 0 := by positivity
  have e : angularProduct l * polDefect α n l
      = (angularProduct l * α * n^3 * (3 * n^2 - l * (l + 1))) / (4 * n^5 * angularProduct l) := by
    unfold polDefect invFourth
    ring
  rw [e, one_sub_div h3, div_mul_div_comm, div_eq_div_iff h4 h5]
  ring

/-- For α > 0 and 1 ≤ l < n the polarization defect is positive and lies below d_l. -/
theorem defect_bounds {α : ℝ} (hα : 0 < α) {n l : ℝ} (hl : 1 ≤ l) (hln : l < n) :
    0 < polDefect α n l ∧ polDefect α n l < limitDefect α l := by
  have hD := angularProduct_pos hl
  have hn : 0 < n := by linarith
  have h := defect_series α hn.ne' hl
  have hd : angularProduct l * limitDefect α l = 3 * α / 4 := by
    unfold limitDefect
    field_simp
  have x0 : 0 < l * (l + 1) / (3 * n^2) := by positivity
  have x1 : l * (l + 1) / (3 * n^2) < 1 := by
    rw [div_lt_one (by positivity)]
    nlinarith
  constructor
  · refine pos_of_mul_pos_right ?_ hD.le
    rw [h]
    exact mul_pos (by positivity) (by linarith)
  · refine lt_of_mul_lt_mul_left ?_ hD.le
    rw [h, hd]
    nlinarith

/-- At fixed l ≥ 1 the polarization defect converges to d_l as n grows, where d_l times the
angular product is 3α/4; and l⁵ d_l tends to 3α/4 as l grows. -/
theorem polarization_defect_limits (α : ℝ) :
    (∀ l : ℕ, 1 ≤ l →
      Tendsto (fun n : ℕ => polDefect α n l) atTop (𝓝 (limitDefect α l)) ∧
      angularProduct l * limitDefect α l = 3 * α / 4) ∧
    Tendsto (fun l : ℕ => (l:ℝ)^5 * limitDefect α l) atTop (𝓝 (3 * α / 4)) := by
  have base : Tendsto (fun n : ℕ => 1 / (n:ℝ)) atTop (𝓝 0) := tendsto_one_div_atTop_nhds_zero_nat
  constructor
  · intro l hl
    have hl' : (1:ℝ) ≤ l := by exact_mod_cast hl
    have hD := (angularProduct_pos hl').ne'
    have hd : angularProduct l * limitDefect α l = 3 * α / 4 := by
      unfold limitDefect
      field_simp
    refine ⟨?_, hd⟩
    -- the correction to d_l falls off as 1/n²
    have t : Tendsto (fun n : ℕ => limitDefect α l * (1 - (l:ℝ) * (l + 1) / 3 * (1 / (n:ℝ))^2))
        atTop (𝓝 (limitDefect α l * (1 - (l:ℝ) * (l + 1) / 3 * 0^2))) :=
      (((base.pow 2).const_mul _).const_sub 1).const_mul _
    rw [show limitDefect α l * (1 - (l:ℝ) * (l + 1) / 3 * 0^2) = limitDefect α l by ring] at t
    refine t.congr' ?_
    filter_upwards [eventually_ge_atTop 1] with n hn
    have hn' : (n:ℝ) ≠ 0 := by
      have h1 : (1:ℝ) ≤ n := by exact_mod_cast hn
      exact (lt_of_lt_of_le one_pos h1).ne'
    have h := defect_series α hn' hl'
    apply mul_left_cancel₀ hD
    linear_combination (1 - (l:ℝ) * (l + 1) / 3 * (1 / (n:ℝ))^2) * hd - h
  · -- divide the angular product by l⁵ and use continuity in 1/l
    have hc : ContinuousAt (fun x : ℝ =>
        3 * α / 4 / ((1 - x/2) * (1 + x/2) * (1 + x) * (1 + 3*x/2))) 0 := by
      apply ContinuousAt.div
      · fun_prop
      · fun_prop
      · norm_num
    have t := hc.tendsto.comp base
    have e0 : 3 * α / 4 / ((1 - (0:ℝ)/2) * (1 + 0/2) * (1 + 0) * (1 + 3*0/2)) = 3 * α / 4 := by
      norm_num
    rw [e0] at t
    refine t.congr' ?_
    filter_upwards [eventually_ge_atTop 1] with l hl
    have hl' : (1:ℝ) ≤ l := by exact_mod_cast hl
    have hl0 : (l:ℝ) ≠ 0 := (lt_of_lt_of_le one_pos hl').ne'
    have hD := (angularProduct_pos hl').ne'
    have key : ∀ G : ℝ, angularProduct l = (l:ℝ)^5 * G →
        3 * α / 4 / G = (l:ℝ)^5 * limitDefect α l := by
      intro G hG
      have hG0 : G ≠ 0 := by
        intro h
        apply hD
        rw [hG, h, mul_zero]
      unfold limitDefect
      rw [hG]
      field_simp
    have e : ∀ x : ℝ, (l:ℝ) * x = 1 → angularProduct l
        = (l:ℝ)^5 * ((1 - x/2) * (1 + x/2) * (1 + x) * (1 + 3*x/2)) := by
      intro x hx
      calc angularProduct l = ((l:ℝ) - l * x / 2) * l * (l + l * x / 2) * (l + l * x)
            * (l + 3 * (l * x) / 2) := by
            rw [hx]
            unfold angularProduct
            ring
        _ = _ := by ring
    have h := key _ (e (1 / (l:ℝ)) (mul_one_div_cancel hl0))
    exact h

end

end RydbergPolarizationDefect
```

```lean
#print axioms RydbergPolarizationDefect.mean_circular
-- 'RydbergPolarizationDefect.mean_circular' depends on axioms: [propext, Classical.choice, Quot.sound]
#print axioms RydbergPolarizationDefect.rydberg_slope
-- 'RydbergPolarizationDefect.rydberg_slope' depends on axioms: [propext, Classical.choice, Quot.sound]
#print axioms RydbergPolarizationDefect.defect_bounds
-- 'RydbergPolarizationDefect.defect_bounds' depends on axioms: [propext, Classical.choice, Quot.sound]
#print axioms RydbergPolarizationDefect.polarization_defect_limits
-- 'RydbergPolarizationDefect.polarization_defect_limits' depends on axioms: [propext, Classical.choice, Quot.sound]
```

## How the theorems map to the physics

`meanInvFourth` divides two integrals over `Ioi (0:ℝ)`, so its weights need no normalisation; they already include the volume factor $r^2$. `invFourth`, `polDefect` and `limitDefect` are $A$, $\delta$ and $d_l$ for real arguments. In `polarization_defect_limits`, $n$ and $l$ run over natural numbers and `α` is any real number.

`exp_moment` comes from Mathlib's Gamma integral. `node_moment` expands the square, and `mean_node` takes the ratio. `mean_circular` and `mean_oneNode` insert the parameters above; `field_simp` and `ring` finish the algebra. `rydberg_slope` differentiates the energy. `defect_series` is the exact identity behind `defect_bounds` and the limit in $n$; the large-$l$ limit uses continuity of $1/g$ at zero.

## Where the guarantee stops

At fixed $l$, the identification of $A$ with a radial mean is proved only for the first two members of the series, while the limit in $n$ concerns the formula itself. The weights are entered as hydrogenic densities, not derived from the Schrödinger equation. States with $l=0$ are excluded because their $r^{-4}$ integral diverges at the origin. Core penetration, exchange, higher multipoles and the core's dynamical response are absent from the model.
